# The time derivative of a coordination-number energy as a sum over pairs of atoms

Let A and B label the atoms of a finite system, and let r_AB(t) = r_BA(t) be the distance between atoms A and B at time t. A counting function c_AB = c_BA says how much a neighbour at a given distance contributes to the coordination. It may depend on the pair, because a bond between two large atoms is longer than one between two small atoms. The coordination number of atom A is

n_A = Σ_{B≠A} c_AB(r_AB).

The energy F is a real function of all coordination numbers together, written F(n), and F_A denotes its partial derivative with respect to n_A. A prime on c_AB is a derivative with respect to distance, and a prime on r_AB or n_A is a derivative with respect to time. The double sum Σ_A Σ_{B≠A} runs over ordered pairs, so every pair of atoms appears twice.

## Averaging over the two atoms of a pair

Suppose that F is differentiable at the current coordination numbers, and that the counting functions and distances are differentiable where they are evaluated. Then

dF(n)/dt = ½ Σ_A Σ_{B≠A} (F_A + F_B) c_AB′(r_AB) r_AB′.

To derive this, abbreviate w_AB = c_AB′(r_AB) r_AB′. The chain rule gives the rate of change of each coordination number,

n_A′ = Σ_{B≠A} w_AB,

and a second use of it gives

dF(n)/dt = Σ_A F_A n_A′ = Σ_A Σ_{B≠A} F_A w_AB.

Exchanging the names of the two labels does not change the sum, and w_BA = w_AB, so

Σ_A Σ_{B≠A} F_A w_AB = Σ_A Σ_{B≠A} F_B w_BA = Σ_A Σ_{B≠A} F_B w_AB.

Half the sum of the first and last expressions is the pair formula.

With only two atoms, A and B, both coordination numbers equal c_AB(r_AB). The two ordered pairs contribute equally and cancel the factor ½:

dF(n)/dt = (F_A + F_B) c_AB′(r_AB) r_AB′.

This is also what direct differentiation of F(c_AB(r_AB), c_AB(r_AB)) gives. A single atom has no pairs, its coordination number is zero, and both sides of the formula vanish.

## From distances to forces

Now let the atoms have positions x_A and velocities v_A, with no two atoms at the same place, and let r_AB = |x_A − x_B|. The square root is differentiable at positive values, so r_AB is differentiable in time. Differentiating r_AB² = (x_A − x_B)·(x_A − x_B) gives 2 r_AB r_AB′ = 2 (x_A − x_B)·(v_A − v_B), hence

r_AB′ = (x_A − x_B)·(v_A − v_B) / r_AB.

Define the force on A from its pair with B as

f_AB = −(F_A + F_B) c_AB′(r_AB) (x_A − x_B) / r_AB.

The prefactor is symmetric in A and B and the vector changes sign, so f_AB = −f_BA. The pair formula becomes

dF(n)/dt = −½ Σ_A Σ_{B≠A} f_AB·(v_A − v_B).

Exchanging labels in the part with v_B gives

Σ_A Σ_{B≠A} f_AB·v_B = Σ_A Σ_{B≠A} f_BA·v_A = −Σ_A Σ_{B≠A} f_AB·v_A.

The two halves therefore add up:

dF(n)/dt = −Σ_A (Σ_{B≠A} f_AB)·v_A.

The velocities are arbitrary, which identifies Σ_{B≠A} f_AB as the force on atom A. Each f_AB points along the line between its two atoms, but F is not in general a pair potential: F_A and F_B can depend on the coordination of every atom.

In DFT-D3 the dispersion coefficients depend on coordination numbers, and the formula gives the resulting contribution to the forces in a finite, non-periodic system, with one pass over pairs once the F_A are known. The explicit distance dependence of the dispersion energy adds its own terms, which an energy of the form F(n) does not contain.

## Coordination numbers and partial derivatives in Lean

The atoms form a finite type `ι`, which may have any number of elements. Positions and velocities live in `V`, a real inner product space; ordinary three-dimensional space is one instance.

```lean
import Mathlib

open Finset

namespace CoordinationNumberForces

noncomputable section

variable {ι : Type*} [Fintype ι] [DecidableEq ι]
variable {V : Type*} [NormedAddCommGroup V] [InnerProductSpace ℝ V]
```

The definition of the coordination number takes the distances at one instant as a table of real numbers. The set `univ.erase A` contains all atoms except `A`.

```lean
/-- The coordination number of atom `A`: the sum over all other atoms `B` of the counting
function `c A B` at the distance `r A B`. -/
def coordNumber (c : ι → ι → ℝ → ℝ) (r : ι → ι → ℝ) (A : ι) : ℝ :=
  ∑ B ∈ univ.erase A, c A B (r A B)
```

The partial derivative F_A is the Fréchet derivative of `F` at `n`, applied to the unit vector that changes only the coordination number of atom `A`.

```lean
/-- The partial derivative of `F` with respect to the coordination number of atom `A`,
for `F` differentiable at `n`. -/
def partialDeriv (F : (ι → ℝ) → ℝ) (n : ι → ℝ) (A : ι) : ℝ :=
  fderiv ℝ F n (Pi.single A 1)
```

## Exchanging the labels

The first lemma is the relabelling step. The set of ordered pairs with A ≠ B is symmetric, and this is the condition that `Finset.sum_comm'` needs in order to exchange the two sums.

```lean
/-- A sum over ordered pairs of different atoms is unchanged when the two labels are
exchanged in the summand. -/
theorem sum_pairs_swap {M : Type*} [AddCommMonoid M] (f : ι → ι → M) :
    ∑ A, ∑ B ∈ univ.erase A, f A B = ∑ A, ∑ B ∈ univ.erase A, f B A := by
  refine Finset.sum_comm' ?_
  intro A B
  simp only [mem_univ, mem_erase, and_true, true_and]
  exact ne_comm
```

The second lemma is the averaging step, with arbitrary weights `g` in the place of F_A and a symmetric quantity `w` in the place of w_AB. The intermediate statement `swap` uses the symmetry to show that weighting by `g B` gives the same total as weighting by `g A`.

```lean
/-- In a sum over ordered pairs of different atoms, with symmetric pair quantities `w`, the atomic
weights `g A` can be replaced by the pair average of `g A` and `g B`. -/
theorem pair_symmetrization (g : ι → ℝ) (w : ι → ι → ℝ) (hw : ∀ A B, w A B = w B A) :
    ∑ A, ∑ B ∈ univ.erase A, g A * w A B
      = 1 / 2 * ∑ A, ∑ B ∈ univ.erase A, (g A + g B) * w A B := by
  have swap : ∑ A, ∑ B ∈ univ.erase A, g B * w A B
      = ∑ A, ∑ B ∈ univ.erase A, g A * w A B := by
    refine (sum_pairs_swap fun A B => g B * w A B).trans ?_
    refine sum_congr rfl fun A _ => sum_congr rfl fun B _ => ?_
    rw [hw B A]
  simp only [add_mul, sum_add_distrib, swap]
  ring
```

## The chain rule for the energy

The total derivative of F along a change v of the coordination numbers is Σ_A F_A v_A. The proof writes `v` as a combination of unit vectors and uses the linearity of the derivative.

```lean
/-- For `F` differentiable at `n`, its derivative along a change `v` of the coordination numbers is
the sum of its partial derivatives weighted by `v`. -/
theorem fderiv_eq_sum (F : (ι → ℝ) → ℝ) (n v : ι → ℝ) :
    fderiv ℝ F n v = ∑ A, partialDeriv F n A * v A := by
  have hv : v = ∑ A, v A • (Pi.single A (1 : ℝ) : ι → ℝ) := by
    ext i
    simp [Finset.sum_apply, Pi.single_apply]
  conv_lhs => rw [hv, map_sum]
  refine sum_congr rfl fun A _ => ?_
  rw [map_smul, smul_eq_mul, mul_comm, partialDeriv]
```

The pair formula is the next theorem. Here `r A B` is a function of time, and the conclusion `HasDerivAt` says that the energy is differentiable at `t` with the stated derivative. The hypotheses `hc` and `hr` are the symmetry of counting functions and distances. Differentiability is required only at the point of evaluation and, for pair quantities, only for different atoms. Nothing else is asked of the distances, not even that they come from positions in space.

In the proof, `hn` is the formula for n_A′, obtained one atom at a time, and `hw` is the symmetry of w_AB. The closing steps apply the chain rule to F, expand the result in partial derivatives and use the averaging lemma from right to left.

```lean
/-- **Pair formula for coordination-number energies.** For symmetric counting functions and
distances, differentiable where they are evaluated, and `F` differentiable at the current
coordination numbers, the time derivative of `F` is a single sum over pairs of atoms. -/
theorem hasDerivAt_energy (F : (ι → ℝ) → ℝ) (c r : ι → ι → ℝ → ℝ) (t : ℝ)
    (hc : ∀ A B, c A B = c B A) (hr : ∀ A B, r A B = r B A)
    (hF : DifferentiableAt ℝ F (coordNumber c fun A B => r A B t))
    (hcd : ∀ A B, A ≠ B → DifferentiableAt ℝ (c A B) (r A B t))
    (hrd : ∀ A B, A ≠ B → DifferentiableAt ℝ (r A B) t) :
    HasDerivAt (fun s => F (coordNumber c fun A B => r A B s))
      (1 / 2 * ∑ A, ∑ B ∈ univ.erase A,
        (partialDeriv F (coordNumber c fun A B => r A B t) A
          + partialDeriv F (coordNumber c fun A B => r A B t) B)
          * (deriv (c A B) (r A B t) * deriv (r A B) t)) t := by
  -- each coordination number changes through its own distances
  have hn : HasDerivAt (fun s => coordNumber c fun A B => r A B s)
      (fun A => ∑ B ∈ univ.erase A, deriv (c A B) (r A B t) * deriv (r A B) t) t := by
    refine hasDerivAt_pi.2 fun A => ?_
    unfold coordNumber
    refine HasDerivAt.fun_sum fun B hB => ?_
    have hAB : A ≠ B := (ne_of_mem_erase hB).symm
    exact (hcd A B hAB).hasDerivAt.comp t (hrd A B hAB).hasDerivAt
  have hw : ∀ A B, deriv (c A B) (r A B t) * deriv (r A B) t
      = deriv (c B A) (r B A t) * deriv (r B A) t := by
    intro A B
    rw [hc A B, hr A B]
  -- chain rule, then symmetrization over the pair
  refine (hF.hasFDerivAt.comp_hasDerivAt t hn).congr_deriv ?_
  rw [fderiv_eq_sum, ← pair_symmetrization _ _ hw]
  exact sum_congr rfl fun A _ => Finset.mul_sum _ _ _
```

## Opposite forces and their power

The definition of `pairForce` is f_AB, with the scalar prefactor multiplying the difference of positions. It contains the full sum F_A + F_B without the factor ½, because the force on A counts its pair with B once.

```lean
/-- The force on atom `A` from its pair with atom `B` for the energy `F`, for atoms at different
positions and symmetric counting functions, with `F` and the counting functions differentiable where
they are evaluated. -/
def pairForce (F : (ι → ℝ) → ℝ) (c : ι → ι → ℝ → ℝ) (x : ι → V) (A B : ι) : V :=
  (-((partialDeriv F (coordNumber c fun A B => ‖x A - x B‖) A
      + partialDeriv F (coordNumber c fun A B => ‖x A - x B‖) B)
      * deriv (c A B) ‖x A - x B‖ / ‖x A - x B‖)) • (x A - x B)
```

The antisymmetry needs only that the counting functions are symmetric. The proof reverses the norm, the sum of partial derivatives and the difference vector in turn.

```lean
/-- For symmetric counting functions the two forces of a pair are opposite. -/
theorem pairForce_antisymm (F : (ι → ℝ) → ℝ) (c : ι → ι → ℝ → ℝ) (x : ι → V)
    (hc : ∀ A B, c A B = c B A) (A B : ι) :
    pairForce F c x A B = -pairForce F c x B A := by
  unfold pairForce
  rw [hc A B, norm_sub_rev (x A) (x B), add_comm (partialDeriv F _ A) _,
    ← neg_sub (x B) (x A), smul_neg]
```

For the rate of change of a distance, the lemma considers one moving vector y with velocity u, which will be x_A − x_B and v_A − v_B. The proof differentiates the squared length, as in the derivation by hand, and then applies the chain rule to the square root, which is where y ≠ 0 is needed.

```lean
/-- The distance of a moving point from the origin changes at the rate of the radial
velocity, as long as the point is not at the origin. -/
theorem hasDerivAt_distance {y : ℝ → V} {u : V} {t : ℝ} (hy : HasDerivAt y u t)
    (h0 : y t ≠ 0) : HasDerivAt (fun s => ‖y s‖) (inner ℝ (y t) u / ‖y t‖) t := by
  have hs : HasDerivAt (fun s => ‖y s‖ ^ 2) (2 * inner ℝ (y t) u) t := hy.norm_sq
  have h := hs.sqrt (pow_ne_zero 2 (norm_ne_zero_iff.2 h0))
  simp only [Real.sqrt_sq (norm_nonneg _)] at h
  exact h.congr_deriv (mul_div_mul_left _ _ two_ne_zero)
```

The theorem for moving atoms assumes that each position has a velocity at time `t` and that different atoms are at different places. The latter is the physical condition that nuclei do not coincide, and it makes every distance differentiable. The conclusion is that the energy changes at minus the power of the pair forces, for any velocities.

The proof first obtains the distance derivatives `hd` and inserts them into the pair formula. The statement `hpow` rewrites the power as half a sum over relative velocities; inside it, `sw` is the label exchange combined with f_AB = −f_BA. The two expressions then agree pair by pair.

```lean
/-- For atoms at different positions moving with velocities `v`, with symmetric counting
functions differentiable at the distances and `F` differentiable at the coordination numbers,
the energy changes at minus the power of the pair forces. -/
theorem hasDerivAt_energy_of_motion (F : (ι → ℝ) → ℝ) (c : ι → ι → ℝ → ℝ)
    (x : ι → ℝ → V) (v : ι → V) (t : ℝ) (hc : ∀ A B, c A B = c B A)
    (hx : ∀ A, HasDerivAt (x A) (v A) t) (hne : ∀ A B, A ≠ B → x A t ≠ x B t)
    (hF : DifferentiableAt ℝ F (coordNumber c fun A B => ‖x A t - x B t‖))
    (hcd : ∀ A B, A ≠ B → DifferentiableAt ℝ (c A B) ‖x A t - x B t‖) :
    HasDerivAt (fun s => F (coordNumber c fun A B => ‖x A s - x B s‖))
      (-∑ A, inner ℝ (∑ B ∈ univ.erase A, pairForce F c (fun K => x K t) A B) (v A)) t := by
  have hd : ∀ A B, A ≠ B → HasDerivAt (fun s => ‖x A s - x B s‖)
      (inner ℝ (x A t - x B t) (v A - v B) / ‖x A t - x B t‖) t := fun A B h =>
    hasDerivAt_distance ((hx A).fun_sub (hx B)) (sub_ne_zero.2 (hne A B h))
  have h := hasDerivAt_energy F c (fun A B s => ‖x A s - x B s‖) t hc
    (fun A B => funext fun s => norm_sub_rev _ _) hF hcd
    (fun A B hAB => (hd A B hAB).differentiableAt)
  -- opposite forces turn the power into a sum over relative velocities
  have hpow : ∑ A, inner ℝ (∑ B ∈ univ.erase A, pairForce F c (fun K => x K t) A B) (v A)
      = 1 / 2 * ∑ A, ∑ B ∈ univ.erase A,
        inner ℝ (pairForce F c (fun K => x K t) A B) (v A - v B) := by
    have sw : ∑ A, ∑ B ∈ univ.erase A, inner ℝ (pairForce F c (fun K => x K t) A B) (v B)
        = -∑ A, ∑ B ∈ univ.erase A,
          inner ℝ (pairForce F c (fun K => x K t) A B) (v A) := by
      refine (sum_pairs_swap fun A B =>
        inner ℝ (pairForce F c (fun K => x K t) A B) (v B)).trans ?_
      simp only [← Finset.sum_neg_distrib]
      refine sum_congr rfl fun A _ => sum_congr rfl fun B _ => ?_
      rw [pairForce_antisymm F c _ hc B A, inner_neg_left]
    simp only [sum_inner, inner_sub_right, Finset.sum_sub_distrib]
    rw [sw]
    ring
  refine h.congr_deriv ?_
  rw [hpow, ← mul_neg]
  congr 1
  simp only [← Finset.sum_neg_distrib]
  refine sum_congr rfl fun A _ => sum_congr rfl fun B hB => ?_
  simp only [(hd A B (ne_of_mem_erase hB).symm).deriv, pairForce, real_inner_smul_left]
  ring
```

## The slope of the D3 counting function

DFT-D3 uses a smooth step as its counting function,

c(r) = 1 / (1 + e), with e = exp(−k(R/r − 1)).

The constant R is a scaled sum of the covalent radii of the two atoms and sets the distance at which a neighbour counts as one half; k sets how sharp the step is. Since the sum of two radii does not depend on their order, the symmetry c_AB = c_BA holds when the scaling and the steepness are the same for both orders.

```lean
/-- The DFT-D3 counting function with steepness `k` and scaled covalent distance `R`,
for distances `r ≠ 0`. -/
def countD3 (k R r : ℝ) : ℝ := 1 / (1 + Real.exp (-k * (R / r - 1)))
```

The exponent has derivative kR/r², so the derivative of e with respect to r is (kR/r²) e, and the quotient rule gives

c′ = −(kR/r²) e/(1 + e)².

Because c = 1/(1 + e) and 1 − c = e/(1 + e), this is

c′ = −(kR/r²) c (1 − c).

For positive k and R the slope is negative at every positive distance: a neighbour that moves away counts less. A program that has computed c can therefore obtain the slope from its value without a second exponential.

The Lean proof follows the same order. The statement `h1` differentiates R/r, `h2` the exponential and `h3` the quotient, and `he` is the expression for 1 − c. The theorem holds for all real `k` and `R` and every nonzero `r`. It thus supplies the differentiability of the counting functions that the theorem for moving atoms requires, since different positions have nonzero distances. The differentiability of F remains a hypothesis, to be checked for the energy expression in use.

```lean
/-- At nonzero distance the slope of the D3 counting function is `-(k R / r²) c (1 - c)`,
where `c` is its value. -/
theorem hasDerivAt_countD3 (k R : ℝ) {r : ℝ} (hr : r ≠ 0) :
    HasDerivAt (countD3 k R)
      (-(k * R / r ^ 2) * countD3 k R r * (1 - countD3 k R r)) r := by
  have h1 : HasDerivAt (fun s : ℝ => R / s) (-R / r ^ 2) r := by
    simp only [div_eq_mul_inv]
    exact ((hasDerivAt_inv hr).const_mul R).congr_deriv (by ring)
  have h2 := ((h1.sub_const 1).const_mul (-k)).exp
  have hp : 1 + Real.exp (-k * (R / r - 1)) ≠ 0 := by positivity
  have h3 := (hasDerivAt_const r (1 : ℝ)).fun_div (h2.const_add 1) hp
  refine h3.congr_deriv ?_
  simp only [countD3]
  generalize Real.exp (-k * (R / r - 1)) = e at hp ⊢
  have he : 1 - 1 / (1 + e) = e / (1 + e) := by
    rw [eq_div_iff hp, sub_mul, div_mul_cancel₀ _ hp]
    ring
  rw [he]
  field_simp
  ring

end

end CoordinationNumberForces
```

```lean
#print axioms CoordinationNumberForces.hasDerivAt_energy
#print axioms CoordinationNumberForces.hasDerivAt_energy_of_motion
#print axioms CoordinationNumberForces.hasDerivAt_countD3
```

```
'CoordinationNumberForces.hasDerivAt_energy' depends on axioms: [propext, Classical.choice, Quot.sound]
'CoordinationNumberForces.hasDerivAt_energy_of_motion' depends on axioms: [propext, Classical.choice, Quot.sound]
'CoordinationNumberForces.hasDerivAt_countD3' depends on axioms: [propext, Classical.choice, Quot.sound]
```
